# A C¹ state function of temperature and volume on an open product domain has both partial derivatives, and its volume derivative is continuous

Let a real state function f(T,V) be continuously differentiable, as a function of the pair, on a product I × J of open sets of real numbers. The lemma says that at each point of this domain f has a derivative in T at fixed V and one in V at fixed T, and that the volume derivative is jointly continuous in (T,V) on the domain. No equation of state is assumed, and T and V need not be positive. The attempt gets the partial derivatives by composing f with the lines t ↦ (t,V) and v ↦ (T,v), and the continuity by applying the full derivative of f to the direction (0,1).

As first written in Lean, the proof fails:

```lean
import Mathlib

open Set Filter Topology

namespace Partials

noncomputable section

/-- The temperature derivative of a state function at fixed volume. -/
def partialT (f : ℝ → ℝ → ℝ) (T V : ℝ) : ℝ := deriv (fun t => f t V) T

/-- The volume derivative of a state function at fixed temperature. -/
def partialV (f : ℝ → ℝ → ℝ) (T V : ℝ) : ℝ := deriv (fun v => f T v) V

/-- The state function `f(T,V)` is continuously differentiable on `I × J`. -/
def C1On (f : ℝ → ℝ → ℝ) (I J : Set ℝ) : Prop :=
  ContDiffOn ℝ 1 (fun x : ℝ × ℝ => f x.1 x.2) (I ×ˢ J)

variable {I J : Set ℝ} {f S P F G : ℝ → ℝ → ℝ} {T₀ T V₀ V : ℝ}

/-- A continuously differentiable state function on an open product domain has both partial
derivatives, and its volume derivative is continuous. -/
theorem partials (hI : IsOpen I) (hJ : IsOpen J) (hf : C1On f I J) :
    (∀ T ∈ I, ∀ V ∈ J, HasDerivAt (fun t => f t V) (partialT f T V) T ∧
      HasDerivAt (fun v => f T v) (partialV f T V) V) ∧
    ContinuousOn (fun x : ℝ × ℝ => partialV f x.1 x.2) (I ×ˢ J) := by
  have hd : ∀ T ∈ I, ∀ V ∈ J,
      DifferentiableAt ℝ (fun x : ℝ × ℝ => f x.1 x.2) (T, V) := fun T hT V hV =>
    (ContDiffOn.differentiableOn hf (by norm_num)).differentiableAt
      ((hI.prod hJ).mem_nhds ⟨hT, hV⟩)
  constructor
  · intro T hT V hV
    have h := (hd T hT V hV).hasFDerivAt
    exact ⟨(h.comp_hasDerivAt T
        ((hasDerivAt_id' T).prodMk (hasDerivAt_const T V))).differentiableAt.hasDerivAt,
      (h.comp_hasDerivAt V
        ((hasDerivAt_const V T).prodMk (hasDerivAt_id' V))).differentiableAt.hasDerivAt⟩
  · -- the volume derivative is the full derivative in the direction (0, 1)
    have hc : ContinuousOn (fun x => fderiv ℝ (fun x : ℝ × ℝ => f x.1 x.2) x
        ((0 : ℝ), (1 : ℝ))) (I ×ˢ J) :=
      (ContDiffOn.continuousOn_fderiv_of_isOpen hf (hI.prod hJ) le_rfl).clm_apply
        continuousOn_const
    refine hc.congr ?_
    rintro ⟨T, V⟩ ⟨hT, hV⟩
    exact ((hd T hT V hV).hasFDerivAt.comp_hasDerivAt V
      ((hasDerivAt_const V T).prodMk (hasDerivAt_id' V))).deriv

end

end Partials
```

The compiler's answer:

```
Main.lean:34:11: error: Application type mismatch: The argument
  DifferentiableAt.hasDerivAt
    (HasDerivAt.differentiableAt
      (HasFDerivAt.comp_hasDerivAt T ?m.150 (HasDerivAt.prodMk (hasDerivAt_id' T) (hasDerivAt_const T V))))
has type
  HasDerivAt (?m.148 ∘ fun x => (x, V)) (deriv (?m.148 ∘ fun x => (x, V)) T) T
but is expected to have type
  HasDerivAt (fun t => f t V) (partialT f T V) T
in the application
  And.intro
    (DifferentiableAt.hasDerivAt
      (HasDerivAt.differentiableAt
        (HasFDerivAt.comp_hasDerivAt T ?m.150 (HasDerivAt.prodMk (hasDerivAt_id' T) (hasDerivAt_const T V)))))
```

What went wrong. The message concerns the temperature derivative. Lean has the inner function of the composition, `fun x => (x, V)`, but the outer one is still the unknown `?m.148`, and the place of `h`, which would settle it, is still the open `?m.150`. In this state Lean must match `?m.148 ∘ fun x => (x, V)` with `fun t => f t V`. That asks for a function of pairs known only by its values at the pairs `(t, V)`, which doesn't determine it, and the match fails.

The repair first states the two lines as `cT` and `cV`, with their types written out, and then forms `h1` and `h2` away from the goal. There `h` fixes the outer function as `fun x => f x.1 x.2`. When `h1` meets the goal nothing is left to guess: the composition and `partialT` unfold to the same expressions. The volume derivative, written in the same way but not named in the message, is treated alike through `h2`.

The mended proof, as a diff:

```diff
@@ -32,8 +32,12 @@
   · intro T hT V hV
     have h := (hd T hT V hV).hasFDerivAt
-    exact ⟨(h.comp_hasDerivAt T
-        ((hasDerivAt_id' T).prodMk (hasDerivAt_const T V))).differentiableAt.hasDerivAt,
-      (h.comp_hasDerivAt V
-        ((hasDerivAt_const V T).prodMk (hasDerivAt_id' V))).differentiableAt.hasDerivAt⟩
+    -- the isochore and the isotherm through the state, as curves in the plane
+    have cT : HasDerivAt (fun t : ℝ => (t, V)) ((1 : ℝ), (0 : ℝ)) T :=
+      (hasDerivAt_id' T).prodMk (hasDerivAt_const T V)
+    have cV : HasDerivAt (fun v : ℝ => (T, v)) ((0 : ℝ), (1 : ℝ)) V :=
+      (hasDerivAt_const V T).prodMk (hasDerivAt_id' V)
+    have h1 := h.comp_hasDerivAt T cT
+    have h2 := h.comp_hasDerivAt V cV
+    exact ⟨h1.differentiableAt.hasDerivAt, h2.differentiableAt.hasDerivAt⟩
   · -- the volume derivative is the full derivative in the direction (0, 1)
     have hc : ContinuousOn (fun x => fderiv ℝ (fun x : ℝ × ℝ => f x.1 x.2) x
```
